# Antisymmetric amplitudes vanish on doubly occupied spin-orbitals

Put two identical fermions in the same spin-orbital $a$ and write $\psi(a,a)$ for the amplitude. Exchanging the particles reverses the sign of the amplitude, but the configuration $(a,a)$ stays as it was. Hence $\psi(a,a)=-\psi(a,a)$, so $2\psi(a,a)=0$ and $\psi(a,a)=0$. If $a$ is the only spin-orbital, there is no other configuration, and $\psi$ is zero everywhere.

## Configurations, occupations and determinants

For $N$ particles and $d$ orbitals, a configuration is a map `x : Fin N → Fin d`: particle $i$ sits in orbital $x_i$, with both indices counted from 0. The amplitude $\psi(x)$ is the coefficient of the state in the corresponding product basis. Orbitals are orthonormal spin-orbitals, so a spatial orbital with two spin states counts twice. No normalisation of $\psi$ is required.

In Lean 4 with Mathlib:

```lean
import Mathlib

open Finset

namespace PauliExclusion

variable {N d : ℕ}
```

The predicate `IsAntisymmetric` is the sign law $\psi(x\circ\sigma)=\operatorname{sgn}(\sigma)\,\psi(x)$ for every permutation $\sigma$ of the particles, where $(x\circ\sigma)_i=x_{\sigma(i)}$.

```lean
/-- An amplitude on configurations of `N` particles in `d` orbitals is antisymmetric if
permuting the particles multiplies it by the sign of the permutation. -/
def IsAntisymmetric (ψ : (Fin N → Fin d) → ℂ) : Prop :=
  ∀ (σ : Equiv.Perm (Fin N)) (x : Fin N → Fin d),
    ψ (x ∘ σ) = ((Equiv.Perm.sign σ : ℤ) : ℂ) * ψ x
```

For a set $K$ of orbitals, `particlesIn K x` counts the particles in $K$. Write $n_k(x)$ for the count when $K=\{k\}$; the number operator multiplies $\psi(x)$ by $n_k(x)$.

```lean
/-- The number of particles that occupy orbitals of the set `K` in the configuration `x`. -/
def particlesIn (K : Finset (Fin d)) (x : Fin N → Fin d) : ℕ :=
  (univ.filter (fun i => x i ∈ K)).card

/-- The number operator of the orbital `k`: it multiplies the amplitude of each configuration
by the number of particles in `k`. -/
def numberOp (k : Fin d) (ψ : (Fin N → Fin d) → ℂ) : (Fin N → Fin d) → ℂ :=
  fun x => (particlesIn {k} x : ℂ) * ψ x
```

The Slater determinant of orbitals $c_0,\dots,c_{N-1}$ has matrix entries 1 where $x_i=c_j$ and 0 elsewhere. It lacks the factor $1/\sqrt{N!}$ that normalises it for distinct orbitals.

```lean
/-- The Slater determinant of the orbitals `c 0, c 1, …`, without normalisation factor, as a
function of the configuration `x`. -/
def slater (c x : Fin N → Fin d) : ℂ :=
  Matrix.det (Matrix.of (fun i j : Fin N => if x i = c j then (1 : ℂ) else 0))
```

## Antisymmetry: the particles are identical fermions

The hypothesis `hψ` stands for Fermi statistics, which is postulated here and not derived from spin. By hand it is used for one exchange at a time: a transposition has sign $-1$, so swapping particles $i\neq j$ gives $-\psi(x)$. In the proof, `Equiv.Perm.sign_swap` supplies that sign.

```lean
/-- Exchanging two different particles reverses the sign of an antisymmetric amplitude. -/
theorem exchange_sign {ψ : (Fin N → Fin d) → ℂ} (hψ : IsAntisymmetric ψ)
    {i j : Fin N} (hij : i ≠ j) (x : Fin N → Fin d) :
    ψ (x ∘ Equiv.swap i j) = -ψ x := by
  rw [hψ, Equiv.Perm.sign_swap hij]
  simp
```

Without antisymmetry exclusion fails: for $N=2$, $d=1$, the constant amplitude $\psi=1$ is symmetric and has $\psi(0,0)=1$, although there are more particles than orbitals.

## Two different particles in one orbital

The hypotheses `hij` and `hx` say that particles $i\neq j$ have $x_i=x_j$. The exchange then leaves $x$ unchanged, and the opening argument gives $\psi(x)=-\psi(x)$, hence $\psi(x)=0$. The proof checks the unchanged configuration particle by particle in `hswap`, and `linear_combination` halves the resulting equation.

```lean
/-- An antisymmetric amplitude vanishes if two different particles are in the same orbital. -/
theorem eq_zero_of_same_orbital {ψ : (Fin N → Fin d) → ℂ} (hψ : IsAntisymmetric ψ)
    {x : Fin N → Fin d} {i j : Fin N} (hij : i ≠ j) (hx : x i = x j) : ψ x = 0 := by
  -- the exchange does not change the configuration
  have hswap : x ∘ Equiv.swap i j = x := by
    funext k
    rw [Function.comp_apply, Equiv.swap_apply_def]
    split_ifs with h1 h2
    · rw [h1, hx]
    · rw [h2, hx]
    · rfl
  have h := exchange_sign hψ hij x
  rw [hswap] at h
  linear_combination (1 / 2 : ℂ) * h
```

If $i=j$ were allowed, $x_i=x_j$ would hold trivially and nothing would follow: a single particle in a single orbital can have $\psi(0)=1$. If $x_i\neq x_j$, the exchange merely relates two configurations, as in $\psi(0,1)=-\psi(1,0)=1$.

## Nonzero amplitude: the configuration occurs in the state

The hypothesis $\psi(x)\neq0$ selects configurations whose occupation numbers can be found in a measurement; such a measurement does not tell which particle is in which orbital. If $\psi$ is antisymmetric, as all theorems of this section assume, $x$ is then injective by the previous result.

```lean
/-- In a configuration of nonzero amplitude, different particles are in different orbitals. -/
theorem injective_of_ne_zero {ψ : (Fin N → Fin d) → ℂ} (hψ : IsAntisymmetric ψ)
    {x : Fin N → Fin d} (hx : ψ x ≠ 0) : Function.Injective x := by
  intro i j h
  by_contra hij
  exact hx (eq_zero_of_same_orbital hψ hij h)
```

An injective map sends the particles in $K$ to different members of $K$, so there are at most $|K|$ of them. The proof is the same count, through `Finset.card_le_card_of_injOn`.

```lean
/-- Shell capacity: in a configuration of nonzero amplitude, a set of orbitals holds at most as
many particles as it has orbitals. -/
theorem shell_capacity {ψ : (Fin N → Fin d) → ℂ} (hψ : IsAntisymmetric ψ)
    {x : Fin N → Fin d} (hx : ψ x ≠ 0) (K : Finset (Fin d)) :
    particlesIn K x ≤ K.card := by
  unfold particlesIn
  apply Finset.card_le_card_of_injOn x
  · intro i hi
    simpa using hi
  · exact (injective_of_ne_zero hψ hx).injOn
```

Without the hypothesis, $x=(0,0)$ puts two particles into $K=\{0\}$, which has capacity one.

## More particles than orbitals

The second half of the main theorem assumes $d<N$. Suppose some $\psi(x)\neq0$. Taking $K$ to be all orbitals gives $N\le d$, a contradiction, so $\psi$ vanishes identically. In the proof, `by_contra` makes the supposition and `omega` finds the contradiction.

```lean
/-- Pauli exclusion in a finite orbital basis: an antisymmetric amplitude vanishes whenever two
particles share an orbital, and vanishes identically if there are more particles than orbitals. -/
theorem pauli_exclusion {ψ : (Fin N → Fin d) → ℂ} (hψ : IsAntisymmetric ψ) :
    (∀ (x : Fin N → Fin d) (i j : Fin N), i ≠ j → x i = x j → ψ x = 0) ∧
      (d < N → ∀ x, ψ x = 0) := by
  refine ⟨fun x i j hij hx => eq_zero_of_same_orbital hψ hij hx, fun hN x => ?_⟩
  by_contra hx
  -- all particles have to fit into the set of all orbitals
  have h := shell_capacity hψ hx univ
  simp [particlesIn] at h
  omega
```

When $d\ge N$ the conclusion can fail: the Slater determinant of $N$ distinct orbitals, treated below, is a nonzero antisymmetric amplitude.

Taking $K=\{k\}$ instead gives $n_k(x)\le1$ wherever $\psi(x)\neq0$. There $n_k(x)$ is 0 or 1, so $n_k(x)^2\psi(x)=n_k(x)\psi(x)$; where $\psi(x)=0$, both sides vanish. The proof makes the same case distinction.

```lean
/-- On antisymmetric amplitudes the number operator of a single orbital is idempotent. -/
theorem numberOp_idempotent {ψ : (Fin N → Fin d) → ℂ} (hψ : IsAntisymmetric ψ) (k : Fin d) :
    numberOp k (numberOp k ψ) = numberOp k ψ := by
  funext x
  unfold numberOp
  by_cases hx : ψ x = 0
  · simp [hx]
  · have h := shell_capacity hψ hx {k}
    rw [Finset.card_singleton] at h
    -- the occupation is zero or one
    have h01 : particlesIn {k} x = 0 ∨ particlesIn {k} x = 1 := by omega
    rcases h01 with h0 | h1
    · simp [h0]
    · simp [h1]
```

This idempotence also needs antisymmetry: for the constant amplitude above, $n_0=2$ and $n_0^2=4$.

## Ascending orbital energies

The hypothesis `hε` labels the orbitals so that their energies satisfy $\varepsilon_0\le\varepsilon_1\le\cdots$; degeneracies are allowed. The condition `hN`, $N\le d$, ensures that the $N$ lowest levels exist, and `Fin.castLE hN` names them. It already follows from $\psi(x)\neq0$, but the statement needs it to be written down.

By hand, list the occupied orbitals as $e_0<e_1<\dots<e_{N-1}$, which is possible because $\psi$ is antisymmetric and $\psi(x)\neq0$, so that $x$ is injective. Then $e_0\ge0$, and $e_n\ge n$ implies $e_{n+1}\ge e_n+1\ge n+1$. Ascending energies turn $e_n\ge n$ into $\varepsilon_{e_n}\ge\varepsilon_n$, and summation gives

$$\sum_{i=0}^{N-1}\varepsilon_{x_i}=\sum_{n=0}^{N-1}\varepsilon_{e_n}\ge\sum_{n=0}^{N-1}\varepsilon_n .$$

In the proof, `orderEmbOfFin` makes the sorted list, `hsum` shows that sorting preserves the total energy, and `hlevel` is the induction. The last line applies `hε`.

```lean
/-- Fermi sea bound: for orbital energies in ascending order, each configuration of nonzero
amplitude has at least the total orbital energy of the `N` lowest orbitals, singly filled. -/
theorem fermi_sea_bound {ψ : (Fin N → Fin d) → ℂ} (hψ : IsAntisymmetric ψ) (hN : N ≤ d)
    {ε : Fin d → ℝ} (hε : Monotone ε) {x : Fin N → Fin d} (hx : ψ x ≠ 0) :
    ∑ i : Fin N, ε (Fin.castLE hN i) ≤ ∑ i, ε (x i) := by
  have hinj := injective_of_ne_zero hψ hx
  have hcard : (univ.image x).card = N := by
    rw [Finset.card_image_of_injective _ hinj, Finset.card_univ, Fintype.card_fin]
  -- list the occupied orbitals in ascending order
  let e := (univ.image x).orderEmbOfFin hcard
  have himage : univ.image e = univ.image x := by
    apply Finset.eq_of_subset_of_card_le
    · intro k hk
      obtain ⟨i, -, rfl⟩ := Finset.mem_image.mp hk
      exact Finset.orderEmbOfFin_mem _ hcard i
    · rw [hcard, Finset.card_image_of_injective _ e.injective, Finset.card_univ,
        Fintype.card_fin]
  have hsum : ∑ i, ε (x i) = ∑ i, ε (e i) := by
    rw [← Finset.sum_image (f := ε) (g := x) hinj.injOn, ← himage,
      Finset.sum_image e.injective.injOn]
  -- the n-th occupied orbital is not below the n-th orbital
  have hlevel : ∀ (n : ℕ) (hn : n < N), n ≤ (e ⟨n, hn⟩).val := by
    intro n
    induction n with
    | zero => intro hn; exact Nat.zero_le _
    | succ n ih =>
      intro hn
      have h1 := ih (by omega)
      have h2 : e ⟨n, by omega⟩ < e ⟨n + 1, hn⟩ :=
        e.strictMono (Fin.mk_lt_mk.mpr (Nat.lt_succ_self n))
      have h3 := Fin.lt_def.mp h2
      omega
  rw [hsum]
  apply Finset.sum_le_sum
  intro i _
  exact hε (Fin.le_def.mpr (hlevel i.val i.isLt))
```

With energies $(1,0)$, one particle in orbital 1 has energy 0, below $\varepsilon_0=1$, so the order matters. So does nonzero amplitude: with energies $(0,1)$, the configuration $(0,0)$ has energy 0, below the filled value 1.

For non-interacting fermions whose orbitals are orthonormal eigenstates of the one-particle Hamiltonian, the mean energy of a normalised state is the average of the sums $\sum_i\varepsilon_{x_i}$ with weights $|\psi(x)|^2$, so it is at least $\sum_n\varepsilon_n$. The normalised Slater determinant of the $N$ lowest orbitals attains this value, so filling these orbitals gives a ground state within the basis. The theorem bounds the orbital energy configuration by configuration; it contains no interaction energy.

## Distinct orbitals in the determinant

The hypothesis `hc` says that the $c_j$ are all different. Permuting the particles permutes the rows of the matrix, which multiplies the determinant by $\operatorname{sgn}(\sigma)$; this is `Matrix.det_permute` and does not use `hc`. At $x=c$ the entry is 1 exactly when $c_i=c_j$, which for distinct orbitals means $i=j$. The matrix is the identity, and its determinant is 1, or $1/\sqrt{N!}$ after normalisation. The proof uses `hc.eq_iff` at this point.

```lean
/-- The Slater determinant of distinct orbitals is antisymmetric, and its amplitude is one in the
configuration where particle `i` is in orbital `c i`. -/
theorem slater_witness {c : Fin N → Fin d} (hc : Function.Injective c) :
    IsAntisymmetric (slater c) ∧ slater c c = 1 := by
  constructor
  · -- a permutation of the particles permutes the rows
    intro σ x
    exact Matrix.det_permute σ
      (Matrix.of (fun i j : Fin N => if x i = c j then (1 : ℂ) else 0))
  · have h : Matrix.of (fun i j : Fin N => if c i = c j then (1 : ℂ) else 0) = 1 := by
      ext i j
      simp [Matrix.one_apply, hc.eq_iff]
    unfold slater
    rw [h, Matrix.det_one]

end PauliExclusion
```

With $c=(0,0)$ the matrix at $x=c$ has two equal rows, and the amplitude is 0 instead of 1. For distinct orbitals the determinant is a nonzero amplitude that obeys the sign law, so antisymmetry does not force $\psi=0$ when $N\le d$.

```lean
#print axioms PauliExclusion.eq_zero_of_same_orbital
-- 'PauliExclusion.eq_zero_of_same_orbital' depends on axioms: [propext, Classical.choice, Quot.sound]
#print axioms PauliExclusion.pauli_exclusion
-- 'PauliExclusion.pauli_exclusion' depends on axioms: [propext, Classical.choice, Quot.sound]
#print axioms PauliExclusion.numberOp_idempotent
-- 'PauliExclusion.numberOp_idempotent' depends on axioms: [propext, Classical.choice, Quot.sound]
#print axioms PauliExclusion.fermi_sea_bound
-- 'PauliExclusion.fermi_sea_bound' depends on axioms: [propext, Classical.choice, Quot.sound]
```
